# The slopes of a monic polynomial at its nodes multiply to its signed discriminant

For positions $x_0,\dots,x_{N-1}$ in a commutative ring and $p(t)=\prod_i (t-x_i)$, the slopes of $p$ at the positions satisfy

$$\prod_i p'(x_i)=(-1)^{N(N-1)/2}\prod_{i<k}(x_k-x_i)^2 .$$

The product of squared differences on the right is the discriminant of $p$. The positions need not be distinct.

```lean
import Mathlib

open Polynomial

namespace DiscriminantFromForces

noncomputable section

/-- The monic polynomial `p(t) = ∏ i, (t - x i)` whose nodes are the particle positions. -/
def nodal {R : Type*} [CommRing R] {N : ℕ} (x : Fin N → R) : R[X] :=
  ∏ i, (X - C (x i))

/-- The force on particle `i` from all others under logarithmic pair repulsion. -/
def pairForce {K : Type*} [Field K] {N : ℕ} (x : Fin N → K) (i : Fin N) : K :=
  ∑ k ∈ Finset.univ.erase i, 1 / (x i - x k)

/-- The factor belonging to particle `i` can be split off the nodal polynomial. -/
theorem nodal_split {R : Type*} [CommRing R] {N : ℕ} (x : Fin N → R) (i : Fin N) :
    nodal x = (X - C (x i)) * ∏ k ∈ Finset.univ.erase i, (X - C (x k)) :=
  (Finset.mul_prod_erase Finset.univ (fun k => X - C (x k)) (Finset.mem_univ i)).symm

/-- The slope of the nodal polynomial at particle `i` is the product of the differences
between its position and those of all other particles. -/
theorem derivative_at_node {R : Type*} [CommRing R] {N : ℕ} (x : Fin N → R) (i : Fin N) :
    (derivative (nodal x)).eval (x i) = ∏ k ∈ Finset.univ.erase i, (x i - x k) := by
  rw [nodal_split x i, derivative_mul]
  simp [eval_prod]

/-- The product of the slopes of the nodal polynomial at all particles is the product of the
squared pair differences, with the sign `(-1)^(N(N-1)/2)`. -/
theorem prod_derivative_eq_discriminant {R : Type*} [CommRing R] {N : ℕ} (x : Fin N → R) :
    ∏ i, (derivative (nodal x)).eval (x i) =
      (-1) ^ (N * (N - 1) / 2) * ∏ i, ∏ k ∈ Finset.Ioi i, (x k - x i) ^ 2 := by
  -- the partners of particle `i` lie below or above it in the labelling
  have hsplit : ∀ i, (derivative (nodal x)).eval (x i) =
      (∏ k ∈ Finset.Iio i, (x i - x k)) * ∏ k ∈ Finset.Ioi i, (x i - x k) := by
    intro i
    rw [derivative_at_node, ← Finset.prod_union (Finset.disjoint_left.2 fun k h1 h2 =>
      lt_asymm (Finset.mem_Iio.1 h1) (Finset.mem_Ioi.1 h2))]
    refine Finset.prod_congr ?_ (fun _ _ => rfl)
    ext k
    simp only [Finset.mem_erase, Finset.mem_univ, and_true, Finset.mem_union,
      Finset.mem_Iio, Finset.mem_Ioi]
    exact ⟨fun h => lt_or_gt_of_ne h, fun h => h.elim ne_of_lt (fun h' => (ne_of_lt h').symm)⟩
  have hlow : ∏ i, ∏ k ∈ Finset.Iio i, (x i - x k) =
      ∏ i, ∏ k ∈ Finset.Ioi i, (x k - x i) :=
    Finset.prod_comm' (by simp)
  -- each pair in the upper half contributes one sign
  have hsign : ∀ i, ∏ k ∈ Finset.Ioi i, (x i - x k) =
      (-1) ^ (Finset.Ioi i).card * ∏ k ∈ Finset.Ioi i, (x k - x i) := by
    intro i
    rw [← Finset.prod_const, ← Finset.prod_mul_distrib]
    exact Finset.prod_congr rfl (fun k _ => by ring)
  have hcard : ∑ i : Fin N, (Finset.Ioi i).card = N * (N - 1) / 2 := by
    simp only [Fin.card_Ioi]
    rw [Fin.sum_univ_eq_sum_range (fun i => N - 1 - i) N,
      Finset.sum_range_reflect (fun i => i) N, Finset.sum_range_id]
  rw [Finset.prod_congr rfl (fun i _ => hsplit i), Finset.prod_mul_distrib, hlow,
    Finset.prod_congr rfl (fun i _ => hsign i), Finset.prod_mul_distrib,
    Finset.prod_pow_eq_pow_sum, hcard]
  simp only [Finset.prod_pow]
  ring

/-- The squared Vandermonde determinant, with matrix entries `x i ^ j`, is the signed product of the
slopes of the nodal polynomial at the particles. -/
theorem slater_sq_eq_prod_derivative {R : Type*} [CommRing R] {N : ℕ} (x : Fin N → R) :
    (Matrix.vandermonde x).det ^ 2 =
      (-1) ^ (N * (N - 1) / 2) * ∏ i, (derivative (nodal x)).eval (x i) := by
  have hs : ((-1 : R) ^ (N * (N - 1) / 2)) * (-1) ^ (N * (N - 1) / 2) = 1 := by
    rw [← mul_pow, neg_mul_neg, one_mul, one_pow]
  rw [prod_derivative_eq_discriminant, ← mul_assoc, hs, one_mul, Matrix.det_vandermonde]
  simp only [Finset.prod_pow]

/-- In an integral domain the product of the slopes is nonzero exactly when no two particles
share a position. -/
theorem prod_derivative_ne_zero_iff {R : Type*} [CommRing R] [IsDomain R] {N : ℕ}
    (x : Fin N → R) :
    ∏ i, (derivative (nodal x)).eval (x i) ≠ 0 ↔ Function.Injective x := by
  rw [Finset.prod_ne_zero_iff]
  constructor
  · intro h a b hab
    by_contra hne
    apply h a (Finset.mem_univ a)
    rw [derivative_at_node]
    exact Finset.prod_eq_zero (Finset.mem_erase.2 ⟨Ne.symm hne, Finset.mem_univ b⟩)
      (sub_eq_zero.2 hab)
  · intro h i _
    rw [derivative_at_node, Finset.prod_ne_zero_iff]
    intro k hk
    exact sub_ne_zero.2 (fun e => Finset.ne_of_mem_erase hk (h e.symm))

/-- Away from its nodes, the derivative of a product of linear factors is the product times the sum
of the inverse differences `1 / (t - x k)`. -/
theorem log_derivative {K : Type*} [Field K] {N : ℕ} (x : Fin N → K) (s : Finset (Fin N))
    (t : K) (ht : ∀ k ∈ s, t ≠ x k) :
    (derivative (∏ k ∈ s, (X - C (x k)))).eval t =
      (∏ k ∈ s, (X - C (x k))).eval t * ∑ k ∈ s, 1 / (t - x k) := by
  induction s using Finset.induction_on with
  | empty => simp
  | insert a s ha ih =>
    have h0 : t - x a ≠ 0 := sub_ne_zero.2 (ht a (Finset.mem_insert_self a s))
    have h1 : (t - x a) * (1 / (t - x a)) = 1 := mul_one_div_cancel h0
    have h2 := ih (fun k hk => ht k (Finset.mem_insert_of_mem hk))
    rw [Finset.prod_insert ha, Finset.sum_insert ha]
    simp only [derivative_mul, derivative_X_sub_C, eval_add, eval_mul, eval_one, eval_sub,
      eval_X, eval_C]
    rw [h2]
    linear_combination (-(∏ k ∈ s, (X - C (x k))).eval t) * h1

/-- For distinct positions, the curvature of the nodal polynomial at particle `i` is twice its
slope there times the pair force on that particle. -/
theorem second_derivative_at_node {K : Type*} [Field K] {N : ℕ} (x : Fin N → K)
    (hx : Function.Injective x) (i : Fin N) :
    (derivative (derivative (nodal x))).eval (x i) =
      2 * (derivative (nodal x)).eval (x i) * pairForce x i := by
  have h := log_derivative x (Finset.univ.erase i) (x i)
    (fun k hk e => Finset.ne_of_mem_erase hk (hx e.symm))
  rw [eval_prod] at h
  simp only [eval_sub, eval_X, eval_C] at h
  rw [derivative_at_node, nodal_split x i, pairForce]
  simp only [derivative_mul, derivative_add, derivative_X_sub_C, one_mul,
    zero_mul, eval_add, eval_mul, eval_sub, eval_X, eval_C, sub_self, add_zero]
  linear_combination 2 * h

/-- Distinct particles on a line have pair forces balancing the harmonic pull `-x i` exactly
when their nodal polynomial solves Hermite's equation `p'' - 2 t p' + 2 N p = 0`. -/
theorem equilibrium_iff_hermite {N : ℕ} (x : Fin N → ℝ) (hx : Function.Injective x) :
    (∀ i, pairForce x i = x i) ↔
      derivative (derivative (nodal x)) - C 2 * (X * derivative (nodal x))
        + C (2 * (N : ℝ)) * nodal x = 0 := by
  have hkey : ∀ i, (derivative (derivative (nodal x)) - C 2 * (X * derivative (nodal x))
      + C (2 * (N : ℝ)) * nodal x).eval (x i) =
      2 * (derivative (nodal x)).eval (x i) * (pairForce x i - x i) := by
    intro i
    have h0 : (nodal x).eval (x i) = 0 := by
      rw [nodal_split x i]
      simp
    simp only [eval_add, eval_sub, eval_mul, eval_C, eval_X, h0,
      second_derivative_at_node x hx i]
    ring
  constructor
  · intro h
    -- the leading terms cancel, so N distinct zeros are too many
    refine eq_zero_of_degree_lt_of_eval_index_eq_zero (s := Finset.univ) (v := x)
      hx.injOn ?_ (fun i _ => by rw [hkey i, h i, sub_self, mul_zero])
    rw [Finset.card_univ, Fintype.card_fin, degree_lt_iff_coeff_zero]
    intro m hm
    have hdeg : (nodal x).natDegree ≤ N :=
      (natDegree_prod_le _ _).trans (by simp)
    have hbig : ∀ n, N < n → (nodal x).coeff n = 0 := fun n hn =>
      coeff_eq_zero_of_natDegree_lt (lt_of_le_of_lt hdeg hn)
    have hX : (X * derivative (nodal x)).coeff m = m * (nodal x).coeff m := by
      cases m with
      | zero => simp
      | succ n =>
        rw [coeff_X_mul, coeff_derivative]
        push_cast
        ring
    simp only [coeff_add, coeff_sub, coeff_C_mul, hX, coeff_derivative]
    rw [hbig (m + 1 + 1) (by omega)]
    rcases hm.eq_or_lt with h' | h'
    · rw [← h']
      ring
    · rw [hbig m h']
      ring
  · intro h i
    have hne := Finset.prod_ne_zero_iff.1 ((prod_derivative_ne_zero_iff x).2 hx) i
      (Finset.mem_univ i)
    have h1 := hkey i
    rw [h, eval_zero] at h1
    exact sub_eq_zero.1 ((mul_eq_zero.1 h1.symm).resolve_left (mul_ne_zero two_ne_zero hne))

end

end DiscriminantFromForces
```

```lean
#print axioms DiscriminantFromForces.prod_derivative_eq_discriminant
-- 'DiscriminantFromForces.prod_derivative_eq_discriminant' depends on axioms: [propext, Classical.choice, Quot.sound]
#print axioms DiscriminantFromForces.slater_sq_eq_prod_derivative
-- 'DiscriminantFromForces.slater_sq_eq_prod_derivative' depends on axioms: [propext, Classical.choice, Quot.sound]
#print axioms DiscriminantFromForces.equilibrium_iff_hermite
-- 'DiscriminantFromForces.equilibrium_iff_hermite' depends on axioms: [propext, Classical.choice, Quot.sound]
```

## Positions, slopes and forces in Lean

A configuration is a function `x : Fin N → R`, so the particle labels run from $0$ to $N-1$. The polynomial $p$ is `nodal x`, and the slope $p'(x_i)$ is `(derivative (nodal x)).eval (x i)`. The derivative is the algebraic one, defined on coefficients, which is why the identity needs no limits and holds over any commutative ring `R`. In `prod_derivative_eq_discriminant`, the set `Finset.Ioi i` contains the labels $k>i$, so the double product on the right visits each pair once. For $N=0$ and $N=1$ both sides equal $1$.

The theorem `slater_sq_eq_prod_derivative` rewrites the same identity with a determinant. The matrix `Matrix.vandermonde x` has entries $x_i^{\,j}$, with particles as rows and the monomial orbitals $1,t,\dots,t^{N-1}$ as columns. Its determinant $V$ carries no normalisation factor. Over an integral domain, `prod_derivative_ne_zero_iff` adds that the product of slopes is nonzero exactly when `x` is injective, that is, when no two particles share a position.

The last three theorems work over a field, the final one over the real numbers. They concern

$$F_i=\sum_{k\neq i}\frac{1}{x_i-x_k},$$

which is `pairForce x i`. Lean assigns this sum a value even when positions coincide, because it sets $1/0=0$; the theorems about `pairForce` therefore assume that `x` is injective.

## Free fermions and a logarithmic gas

The determinant $V$ is the polynomial part of the ground state of $N\ge 1$ non-interacting, spin-polarised fermions in a one-dimensional harmonic trap. With lengths in oscillator units, the normalised probability density is

$$|\Psi|^2=\frac{1}{N!}\prod_{n=0}^{N-1}\frac{2^n}{n!\sqrt{\pi}}\;V^2\,e^{-\sum_i x_i^2}.$$

The vanishing of $V^2$ at coincident positions is a consequence of the Pauli principle, which makes $\Psi$ antisymmetric under exchange of two of these fermions.

The same density is the Boltzmann distribution, at temperature $k_BT=\tfrac12$ in the units of $E$, of classical particles on a line with energy

$$E=\tfrac12\sum_i x_i^2-\sum_{i<k}\ln|x_k-x_i| ,$$

since $-\ln|\Psi|^2$ equals $2E$ up to a constant. The repulsion pushes particle $i$ with force $F_i$, and the trap pulls it with force $-x_i$. Taking both coefficients equal to one fixes the unit of length, in which trap stiffness and repulsion strength have the same numerical value. The forces balance when $F_i=x_i$ for every $i$.

## One sign for each pair

Fix $i$ and write $p(t)=(t-x_i)\,q_i(t)$ with $q_i(t)=\prod_{k\neq i}(t-x_k)$. The product rule gives

$$p'(t)=q_i(t)+(t-x_i)\,q_i'(t),\qquad p'(x_i)=q_i(x_i)=\prod_{k\neq i}(x_i-x_k).$$

The factorisation is `nodal_split`, and the value of the slope is `derivative_at_node`.

Now multiply over all $i$ and separate the partners with $k<i$ from those with $k>i$:

$$\prod_i p'(x_i)=\Big[\prod_i\prod_{k<i}(x_i-x_k)\Big]\Big[\prod_i\prod_{k>i}(x_i-x_k)\Big].$$

In the first bracket, exchanging the names $i$ and $k$ gives $\prod_{i<k}(x_k-x_i)$. In the second, every factor is $-(x_k-x_i)$. Particle $i$ has $N-1-i$ partners above it, so the total number of signs is

$$\sum_{i=0}^{N-1}(N-1-i)=\frac{N(N-1)}{2}.$$

The second bracket is thus $(-1)^{N(N-1)/2}$ times the first, which gives the identity.

The Lean proof follows this order. `hsplit` separates the partners, `hlow` exchanges the two labels, `hsign` extracts the signs for one particle, and `hcard` sums their number. After these substitutions, `ring` collects the two equal products into a square.

Since $V=\prod_{i<k}(x_k-x_i)$, multiplying the identity by the sign once more gives the formula for $V^2$; the sign squares to one, which is `hs`. The criterion for distinct positions follows from the slope formula: a coincidence $x_a=x_b$ with $a\neq b$ puts a zero factor into $p'(x_a)$, and without coincidences all factors are nonzero, so their product is nonzero in an integral domain.

## Curvature at a node measures the force

Differentiating $p=(t-x_i)q_i$ twice gives $p''=2q_i'+(t-x_i)q_i''$, hence $p''(x_i)=2q_i'(x_i)$. For distinct positions, the logarithmic derivative of $q_i$ at $x_i$ is the pair force, $q_i'(x_i)=q_i(x_i)F_i$. Therefore

$$p''(x_i)=2\,p'(x_i)\,F_i ,$$

which is `second_derivative_at_node`.

The logarithmic derivative is proved in `log_derivative` without logarithms, by adding one factor at a time. Suppose a product $r$ satisfies $r'(t)=r(t)S$, where $S$ is its sum of inverse differences $1/(t-x_k)$. With a further factor $t-x_a\neq0$,

$$\big((t-x_a)r\big)'=r+(t-x_a)\,rS=(t-x_a)\,r\left(\frac{1}{t-x_a}+S\right).$$

The induction step in Lean is this line, closed by `linear_combination` from $(t-x_a)\cdot\frac{1}{t-x_a}=1$.

## Force balance becomes Hermite's equation

For distinct real positions, `equilibrium_iff_hermite` states that $F_i=x_i$ holds for all $i$ exactly when $h=p''-2t\,p'+2N\,p$ is the zero polynomial. Since $p(x_i)=0$, the curvature formula gives

$$h(x_i)=2\,p'(x_i)\,(F_i-x_i),$$

which is `hkey` in the proof.

If the forces balance, $h$ vanishes at all $N$ positions. Let $c_m$ be the coefficient of $t^m$ in $p$. The coefficient of $t^m$ in $h$ is

$$(m+2)(m+1)\,c_{m+2}+2(N-m)\,c_m .$$

For $m\ge N$ the first term is zero because $p$ has degree $N$. The second is zero because either $m=N$ or $c_m=0$. So $h$ has degree below $N$ and $N$ distinct zeros, and must be the zero polynomial. Conversely, if $h=0$, then $p'(x_i)(F_i-x_i)=0$ for each $i$. The slope is nonzero for distinct positions, so $F_i=x_i$.

Two particles at $\pm a$ with $a>0$ show the balance directly. The force on the right-hand one is $1/(2a)$, which equals $a$ when $a=1/\sqrt2$. Then $p=t^2-\tfrac12$, and $h=2-4t^2+4t^2-2=0$. The theorem is an equivalence for a given configuration; it leaves open whether a balanced one exists for every $N$.

## Moving one particle in a Monte Carlo run

When a sampling code for the trapped fermions above proposes a move $x_i\to y$, only the pairs containing particle $i$ change. From distinct current positions, the determinant changes by the factor

$$\frac{V_{\text{new}}}{V_{\text{old}}}=\prod_{k\neq i}\frac{y-x_k}{x_i-x_k},$$

which is the new slope at the moved particle divided by the old one. For a symmetric proposal, the Metropolis ratio is the square of this factor times $e^{x_i^2-y^2}$. It costs $O(N)$ operations and needs no determinant routine. For large $N$, a code can sum the logarithms of the absolute differences to avoid overflow and underflow.
